# Averaging instantaneous FCIQMC energies gives a lower value than dividing the averages when a positive reference population fluctuates independently of a numerator with negative mean

Let $N$ and $D$ be independent real observables on a finite probability space in which every outcome has positive weight. If $D>0$ everywhere and $E[N]<0$, then

$$E\!\left[\frac ND\right]\le\frac{E[N]}{E[D]},$$

and equality holds exactly when $D$ is constant. Here $E[\cdot]$ is the average over the outcomes.

In full configuration interaction quantum Monte Carlo (FCIQMC), the projected correlation energy is a ratio. Its denominator $D$ is the signed walker population on the reference determinant, and its numerator $N$ is the sum of the other determinants' signed populations, each multiplied by its Hamiltonian matrix element with the reference. In a model where these two quantities are independent, with $D>0$ and $E[N]<0$, averaging the instantaneous ratios gives a lower energy than dividing the averages, unless $D$ never fluctuates.

Independence is an idealisation. In a simulation both quantities come from the same evolving set of walkers, on different determinants, and are generally correlated. The condition $D>0$ means that the reference population keeps one sign, chosen positive, and never vanishes. The comparison is between two estimators, and neither is identified with the exact correlation energy.

## Two ways to average a ratio

The outcomes form a finite type `Ω`. An outcome $\omega$ can be thought of as one possible state of the walker population, reduced to what the two observables need.

In Lean 4 with Mathlib:

```lean
import Mathlib

open Finset

namespace FCIQMCEnergyAveraging

noncomputable section

variable {Ω : Type*} [Fintype Ω]
```

With weights $p_\omega$, the average of an observable $f$ is

$$E[f]=\sum_\omega p_\omega f(\omega).$$

The definition accepts any real weights. The theorems that need a probability distribution assume `hp` (every $p_\omega>0$) and `hsum` ($\sum_\omega p_\omega=1$).

```lean
/-- The average of an observable `f` over finitely many outcomes with weights `p`. -/
def mean (p f : Ω → ℝ) : ℝ := ∑ ω, p ω * f ω
```

Independence is stated for probabilities. For all real $a$ and $b$,

$$P(N=a,\,D=b)=P(N=a)\,P(D=b),$$

where each probability is the sum of the weights of the outcomes that satisfy the condition. The factorisation of expectations is derived from this below.

```lean
/-- Independence of two observables: the joint probability of every pair of values is the
product of the separate probabilities. -/
def Independent (p N D : Ω → ℝ) : Prop :=
  ∀ a b : ℝ, (∑ ω with (N ω = a ∧ D ω = b), p ω) =
    (∑ ω with N ω = a, p ω) * (∑ ω with D ω = b, p ω)
```

The first estimator averages the instantaneous energies, $E[N/D]$.

```lean
/-- The average of the instantaneous projected correlation energies `N / D`, for a reference
population `D` that is nowhere zero. -/
def meanOfRatios (p N D : Ω → ℝ) : ℝ := mean p (fun ω => N ω / D ω)
```

The second divides the averaged numerator by the averaged population, $E[N]/E[D]$.

```lean
/-- The averaged numerator divided by the averaged reference population, for a population
whose average is nonzero. -/
def ratioOfMeans (p N D : Ω → ℝ) : ℝ := mean p N / mean p D
```

Write $\mu=E[D]$. The fluctuation that separates the two estimators is measured by

$$S=E\!\left[\frac{(D-\mu)^2}{D}\right].$$

This is a variance in which each squared deviation is divided by the instantaneous population, so $S$ has the units of a population.

```lean
/-- The average of the squared deviation of the reference population from its mean, each squared
deviation being divided by the instantaneous population, which must be nonzero. -/
def relativeSpread (p D : Ω → ℝ) : ℝ :=
  mean p (fun ω => (D ω - mean p D) ^ 2 / D ω)
```

## From independent probabilities to factorised averages

A sum over outcomes can be grouped by the values of an observable $X$. For functions $F$ on outcomes and $h$ on real numbers,

$$\sum_\omega F(\omega)\,h(X(\omega))=\sum_{a\in X(\Omega)}h(a)\sum_{\omega:\,X(\omega)=a}F(\omega).$$

To see this, write the restricted inner sum with an indicator and exchange the two sums. For each $\omega$ only the term $a=X(\omega)$ survives. In the proof, `Finset.sum_comm` makes the exchange and `Finset.sum_eq_single` selects the surviving term.

```lean
/-- A weighted sum of a function of an observable `X` can be sorted by the values of `X`. -/
theorem sum_by_value (F X : Ω → ℝ) (h : ℝ → ℝ) :
    ∑ ω, F ω * h (X ω) = ∑ a ∈ univ.image X, h a * ∑ ω with X ω = a, F ω := by
  simp_rw [Finset.sum_filter, Finset.mul_sum]
  rw [Finset.sum_comm]
  refine Finset.sum_congr rfl fun ω _ => ?_
  rw [Finset.sum_eq_single (X ω)]
  · rw [if_pos rfl, mul_comm]
  · intro a _ ha
    simp [Ne.symm ha]
  · intro hn
    exact absurd (Finset.mem_image_of_mem X (Finset.mem_univ ω)) hn
```

Now fix a value $b$ of $D$. Grouping by the values of $N$ and using independence gives

$$\sum_{\omega:\,D(\omega)=b}p_\omega N(\omega)=\sum_a a\,P(N=a,\,D=b)=P(D=b)\sum_a a\,P(N=a)=E[N]\,P(D=b).$$

Multiplying by $g(b)$, for any real function $g$, and summing over the values of $D$ yields

$$E[N\,g(D)]=\sum_b g(b)\,E[N]\,P(D=b)=E[N]\,E[g(D)].$$

The first display is the statement `key` in the proof, with `hind a b` supplying the factorised probability. The equalities `h4` and `h5` then group both sides of the second display by the values of $D$.

```lean
/-- For independent `N` and `D`, the average of `N` times any function of `D` is the product
of the two averages. -/
theorem mean_mul_of_independent {p N D : Ω → ℝ} (hind : Independent p N D) (g : ℝ → ℝ) :
    mean p (fun ω => N ω * g (D ω)) = mean p N * mean p (fun ω => g (D ω)) := by
  -- the average of `N` restricted to one value of `D`
  have key : ∀ b : ℝ, (∑ ω with D ω = b, p ω * N ω) =
      mean p N * ∑ ω with D ω = b, p ω := by
    intro b
    have h1 : (∑ ω with D ω = b, p ω * N ω) =
        ∑ ω, (if D ω = b then p ω else 0) * N ω := by
      rw [Finset.sum_filter]
      exact Finset.sum_congr rfl fun ω _ => by split_ifs <;> simp
    have h2 : ∑ ω, (if D ω = b then p ω else 0) * N ω =
        ∑ a ∈ univ.image N, a * ∑ ω with N ω = a, (if D ω = b then p ω else 0) :=
      sum_by_value (fun ω => if D ω = b then p ω else 0) N (fun a => a)
    have h3 : mean p N = ∑ a ∈ univ.image N, a * ∑ ω with N ω = a, p ω :=
      sum_by_value p N (fun a => a)
    rw [h1, h2, h3, Finset.sum_mul]
    refine Finset.sum_congr rfl fun a _ => ?_
    rw [mul_assoc, ← hind a b, ← Finset.sum_filter, Finset.filter_filter]
  -- now sum over the values of `D`
  have h4 : mean p (fun ω => N ω * g (D ω)) =
      ∑ b ∈ univ.image D, g b * ∑ ω with D ω = b, p ω * N ω := by
    rw [← sum_by_value (fun ω => p ω * N ω) D g]
    exact Finset.sum_congr rfl fun ω _ => by ring
  have h5 : mean p (fun ω => g (D ω)) =
      ∑ b ∈ univ.image D, g b * ∑ ω with D ω = b, p ω := sum_by_value p D g
  rw [h4, h5, Finset.mul_sum]
  refine Finset.sum_congr rfl fun b _ => ?_
  rw [key b]
  ring
```

## A spread that vanishes only for a constant population

The mean population $\mu$ is positive, because it is a sum of positive terms $p_\omega D(\omega)$. There is at least one such term, since an empty sum of weights could not equal one.

```lean
/-- With positive weights of total one, a positive population has a positive average. -/
theorem mean_pos {p D : Ω → ℝ} (hp : ∀ ω, 0 < p ω) (hsum : ∑ ω, p ω = 1)
    (hD : ∀ ω, 0 < D ω) : 0 < mean p D := by
  have hne : (univ : Finset Ω).Nonempty := by
    rw [Finset.nonempty_iff_ne_empty]
    intro h
    rw [h, Finset.sum_empty] at hsum
    exact zero_ne_one hsum
  exact Finset.sum_pos (fun ω _ => mul_pos (hp ω) (hD ω)) hne
```

Every term of $S$ is nonnegative. If $S=0$, each term therefore vanishes:

$$p_\omega\frac{(D(\omega)-\mu)^2}{D(\omega)}=0.$$

Since $p_\omega$ and $D(\omega)$ are positive, $D(\omega)=\mu$ for every $\omega$. Conversely, if $D$ is constant, normalisation of the weights makes $\mu$ equal to that constant, and every deviation is zero.

Constancy is written `∀ ω ω', D ω = D ω'`, so it refers to all outcomes. Positive weights make this the right condition: an outcome of weight zero could carry a different population without changing any average. The two directions of the proof follow the two halves of this argument, with `Finset.sum_eq_zero_iff_of_nonneg` passing from a vanishing sum to vanishing terms.

```lean
/-- With positive weights of total one, the relative spread of a positive population vanishes
exactly when the population is constant. -/
theorem relativeSpread_eq_zero_iff {p D : Ω → ℝ} (hp : ∀ ω, 0 < p ω)
    (hsum : ∑ ω, p ω = 1) (hD : ∀ ω, 0 < D ω) :
    relativeSpread p D = 0 ↔ ∀ ω ω', D ω = D ω' := by
  constructor
  · intro h
    have hz := (Finset.sum_eq_zero_iff_of_nonneg (fun ω _ =>
      mul_nonneg (hp ω).le (div_nonneg (sq_nonneg (D ω - mean p D)) (hD ω).le))).1 h
    have hc : ∀ ω, D ω = mean p D := by
      intro ω
      rcases mul_eq_zero.1 (hz ω (Finset.mem_univ ω)) with h1 | h1
      · exact absurd h1 (hp ω).ne'
      · rcases div_eq_zero_iff.1 h1 with h2 | h2
        · exact sub_eq_zero.1 ((pow_eq_zero_iff two_ne_zero).1 h2)
        · exact absurd h2 (hD ω).ne'
    intro ω ω'
    rw [hc ω, hc ω']
  · intro h
    have hc : ∀ ω, mean p D = D ω := by
      intro ω
      calc mean p D = ∑ x, p x * D ω :=
            Finset.sum_congr rfl fun x _ => by rw [h x ω]
        _ = D ω := by rw [← Finset.sum_mul, hsum, one_mul]
    exact Finset.sum_eq_zero fun ω _ => by simp [hc ω]
```

## The exact bias

Here the bias means the difference $E[N/D]-E[N]/E[D]$ between the two estimators, not an error relative to the exact correlation energy. Taking $g(d)=1/d$ in the factorisation gives

$$E\!\left[\frac ND\right]=E[N]\,E\!\left[\frac1D\right].$$

For any real $m$, expanding the square and using $\sum_\omega p_\omega=1$ gives

$$E\!\left[\frac{(D-m)^2}{D}\right]=E\!\left[D-2m+\frac{m^2}{D}\right]=\mu-2m+m^2E\!\left[\frac1D\right].$$

At $m=\mu$ this becomes $S=\mu^2E[1/D]-\mu$. Hence

$$E\!\left[\frac ND\right]-\frac{E[N]}{\mu}
=E[N]\left(E\!\left[\frac1D\right]-\frac1\mu\right)
=\frac{E[N]\,S}{\mu^2}.$$

This identity holds for either sign of $E[N]$, and also when $E[N]=0$. In the proof, `hM` is the factorised ratio and `hS` the expanded square. The closing `linear_combination` carries out the remaining algebra using $\mu\mu^{-1}=1$.

```lean
/-- For positive weights of total one and a positive reference population independent of the
numerator, the averaged instantaneous energy minus the ratio of averages equals the average
numerator times the relative spread, divided by the squared average population. -/
theorem averaging_bias {p N D : Ω → ℝ} (hp : ∀ ω, 0 < p ω) (hsum : ∑ ω, p ω = 1)
    (hD : ∀ ω, 0 < D ω) (hind : Independent p N D) :
    meanOfRatios p N D - ratioOfMeans p N D =
      mean p N * relativeSpread p D / mean p D ^ 2 := by
  have hμ := mean_pos hp hsum hD
  have hM : meanOfRatios p N D = mean p N * mean p (fun ω => (D ω)⁻¹) := by
    simpa only [meanOfRatios, div_eq_mul_inv] using
      mean_mul_of_independent hind (fun d => d⁻¹)
  -- expand the square in the spread
  have hS : ∀ m : ℝ, mean p (fun ω => (D ω - m) ^ 2 / D ω) =
      mean p D - 2 * m + m ^ 2 * mean p (fun ω => (D ω)⁻¹) := by
    intro m
    calc mean p (fun ω => (D ω - m) ^ 2 / D ω)
        = ∑ ω, (p ω * D ω - 2 * m * p ω + m ^ 2 * (p ω * (D ω)⁻¹)) := by
          refine Finset.sum_congr rfl fun ω _ => ?_
          have h := mul_inv_cancel₀ (hD ω).ne'
          linear_combination (p ω * D ω - 2 * m * p ω) * h
      _ = _ := by
          rw [Finset.sum_add_distrib, Finset.sum_sub_distrib, ← Finset.mul_sum,
            ← Finset.mul_sum, hsum, mul_one]
          rfl
  rw [hM, ratioOfMeans, relativeSpread, hS, eq_div_iff (pow_pos hμ 2).ne']
  have h := mul_inv_cancel₀ hμ.ne'
  linear_combination (-(mean p N) * mean p D) * h
```

## The sign of the bias and its equality case

Suppose now that $E[N]<0$. Since $S\ge0$ and $\mu^2>0$,

$$\frac{E[N]\,S}{\mu^2}\le0,$$

which is the inequality. Because $E[N]$ and $\mu$ are nonzero, the bias vanishes exactly when $S=0$, that is, when $D$ is constant.

The theorem states both conclusions. Its hypotheses are positive weights (`hp`), total weight one (`hsum`), a positive population (`hD`), a negative average numerator (`hN`) and independence (`hind`). Only the average of $N$ has to be negative; individual values may have either sign. With a single outcome $D$ is necessarily constant, and the two estimators agree.

```lean
/-- For positive weights of total one, a numerator of negative average and an independent
positive reference population, the averaged instantaneous energy is at most the ratio of
averages, with equality exactly when the population is constant. -/
theorem meanOfRatios_le_ratioOfMeans {p N D : Ω → ℝ} (hp : ∀ ω, 0 < p ω)
    (hsum : ∑ ω, p ω = 1) (hD : ∀ ω, 0 < D ω) (hN : mean p N < 0)
    (hind : Independent p N D) :
    meanOfRatios p N D ≤ ratioOfMeans p N D ∧
      (meanOfRatios p N D = ratioOfMeans p N D ↔ ∀ ω ω', D ω = D ω') := by
  have hb := averaging_bias hp hsum hD hind
  have hμ := mean_pos hp hsum hD
  have hS : 0 ≤ relativeSpread p D := Finset.sum_nonneg fun ω _ =>
    mul_nonneg (hp ω).le (div_nonneg (sq_nonneg _) (hD ω).le)
  constructor
  · have h : mean p N * relativeSpread p D / mean p D ^ 2 ≤ 0 :=
      div_nonpos_of_nonpos_of_nonneg
        (mul_nonpos_of_nonpos_of_nonneg hN.le hS) (sq_nonneg _)
    linarith
  · have h0 : meanOfRatios p N D = ratioOfMeans p N D ↔ relativeSpread p D = 0 := by
      rw [← sub_eq_zero, hb]
      simp [hN.ne, hμ.ne']
    exact h0.trans (relativeSpread_eq_zero_iff hp hsum hD)
```

In the name of the next theorem, "binding" is shorthand for the negative of the estimated correlation energy, not a dissociation energy, and "overestimated" is relative to the ratio of averages. If $D$ takes different values at two outcomes $\omega_1$ and $\omega_2$, equality is excluded, and

$$0<-\frac{E[N]}{E[D]}<-E\!\left[\frac ND\right].$$

The first inequality comes from dividing a negative number by a positive one. The second combines the previous theorem with the assumption `hne`, which contradicts the equality case.

```lean
/-- For positive weights of total one, a numerator of negative average and an independent positive
reference population that takes two different values, the negative of the ratio of averages is
positive, and the negative of the averaged instantaneous energy is larger still. -/
theorem binding_overestimated {p N D : Ω → ℝ} (hp : ∀ ω, 0 < p ω)
    (hsum : ∑ ω, p ω = 1) (hD : ∀ ω, 0 < D ω) (hN : mean p N < 0)
    (hind : Independent p N D) {ω₁ ω₂ : Ω} (hne : D ω₁ ≠ D ω₂) :
    0 < -ratioOfMeans p N D ∧ -ratioOfMeans p N D < -meanOfRatios p N D := by
  obtain ⟨hle, heq⟩ := meanOfRatios_le_ratioOfMeans hp hsum hD hN hind
  have hR : ratioOfMeans p N D < 0 := div_neg_of_neg_of_pos hN (mean_pos hp hsum hD)
  have hlt := lt_of_le_of_ne hle fun h => hne (heq.1 h ω₁ ω₂)
  exact ⟨by linarith, by linarith⟩
```

## Four outcomes with independent fluctuations

Label four equally likely outcomes by pairs $(i,j)$ with $i,j\in\{0,1\}$. Let the numerator depend only on $i$, with values $-1$ and $-3$.

```lean
/-- A numerator on four outcomes, with value -1 or -3 fixed by the first label. -/
def sampleN (x : Fin 2 × Fin 2) : ℝ := ![-1, -3] x.1
```

Let the population depend only on $j$, with values $1$ and $2$.

```lean
/-- A reference population on four outcomes, with value 1 or 2 fixed by the second label. -/
def sampleD (x : Fin 2 × Fin 2) : ℝ := ![1, 2] x.2
```

The two observables are independent, because each pair of values occurs with probability $1/4=\tfrac12\cdot\tfrac12$. The averages are $E[N]=-2$, $E[D]=3/2$ and $E[1/D]=3/4$, so

$$E\!\left[\frac ND\right]=-2\cdot\frac34=-\frac32,\qquad
\frac{E[N]}{E[D]}=\frac{-2}{3/2}=-\frac43.$$

The bias formula gives the same difference: $S=3/16$, and $-2\cdot\frac{3}{16}\big/\frac94=-\frac16$.

For independence, the proof expands the sums over the four outcomes and distinguishes whether $a$ and $b$ equal the available values. The averages are then evaluated directly.

```lean
/-- With four equally likely outcomes the sample numerator and population are independent, the
population is positive, the numerator averages to -2, and the two estimates are -3/2 and -4/3. -/
theorem averaging_witness :
    Independent (fun _ => 1 / 4) sampleN sampleD ∧ (∀ x, 0 < sampleD x) ∧
      mean (fun _ => 1 / 4) sampleN = -2 ∧
      meanOfRatios (fun _ => 1 / 4) sampleN sampleD = -3 / 2 ∧
      ratioOfMeans (fun _ => 1 / 4) sampleN sampleD = -4 / 3 := by
  refine ⟨?_, ?_, ?_, ?_, ?_⟩
  · intro a b
    -- each observable depends on one label only
    have h1 : ∀ i j, sampleN (i, j) = ![-1, -3] i := fun _ _ => rfl
    have h2 : ∀ i j, sampleD (i, j) = ![1, 2] j := fun _ _ => rfl
    simp only [Finset.sum_filter, Fintype.sum_prod_type, Fin.sum_univ_two, ite_and, h1, h2]
    split_ifs <;> norm_num
  · rintro ⟨i, j⟩
    fin_cases j <;> simp [sampleD]
  · norm_num [mean, sampleN, Fintype.sum_prod_type, Fin.sum_univ_two]
  · norm_num [meanOfRatios, mean, sampleN, sampleD, Fintype.sum_prod_type, Fin.sum_univ_two]
  · norm_num [ratioOfMeans, mean, sampleN, sampleD, Fintype.sum_prod_type, Fin.sum_univ_two]
```

## Correlation can reverse the order

Take two equally likely outcomes with $(N,D)=(-1,1)$ and $(-9,3)$. The population is positive and $E[N]=-5$, but a large population now always accompanies a large negative numerator. The estimators are

$$E\!\left[\frac ND\right]=\frac{-1-3}{2}=-2,\qquad
\frac{E[N]}{E[D]}=\frac{-5}{2}.$$

Here dividing the averages gives the lower energy. The inequality can therefore fail if nothing is assumed about how $N$ and $D$ are related. For simulation data, the direction of the bias cannot be inferred from fluctuations of the reference population alone.

```lean
/-- For two equally likely outcomes with numerators -1, -9 and populations 1, 3, the ratio of
averages lies strictly below the averaged instantaneous energy. -/
theorem correlated_reversal :
    ratioOfMeans (fun _ : Fin 2 => 1 / 2) ![-1, -9] ![1, 3] <
      meanOfRatios (fun _ : Fin 2 => 1 / 2) ![-1, -9] ![1, 3] := by
  norm_num [ratioOfMeans, meanOfRatios, mean, Fin.sum_univ_two]

end

end FCIQMCEnergyAveraging
```

```lean
#print axioms FCIQMCEnergyAveraging.meanOfRatios_le_ratioOfMeans
#print axioms FCIQMCEnergyAveraging.binding_overestimated
#print axioms FCIQMCEnergyAveraging.correlated_reversal
```

```
'FCIQMCEnergyAveraging.meanOfRatios_le_ratioOfMeans' depends on axioms: [propext, Classical.choice, Quot.sound]
'FCIQMCEnergyAveraging.binding_overestimated' depends on axioms: [propext, Classical.choice, Quot.sound]
'FCIQMCEnergyAveraging.correlated_reversal' depends on axioms: [propext, Classical.choice, Quot.sound]
```
